# Raman transfer through a far-detuned level approaches its two-level effective amplitude

Two degenerate ground levels, 0 and 1, are each coupled with real strength $g$ to an excited level 2 at detuning $D$. With $\hbar=1$ and $T$ fixed, the amplitude for going from level 0 to level 1 in time $DT$ satisfies

$$\big(e^{-iDT H_D}\big)_{10}\to\frac{e^{2ig^2T}-1}{2}\quad(D\to+\infty),\qquad H_D=\begin{pmatrix}0&0&g\\0&0&g\\g&g&D\end{pmatrix}.$$

The two-level effective Hamiltonian gives the same value. This supports eliminating the excited level in quantum dynamics, for a closed three-level system with degenerate ground levels.

```lean
import Mathlib

open Matrix Complex Filter Topology
open scoped ComplexConjugate

namespace RamanTransfer

noncomputable section
```

## The three-level and two-level Hamiltonians

Time evolution is the matrix exponential $e^{-itH}$.

```lean
/-- The evolution operator `exp (-i t H)` of a finite-level system, with `ℏ = 1`. -/
def evolution {n : Type*} [Fintype n] [DecidableEq n] (H : Matrix n n ℂ) (t : ℝ) :
    Matrix n n ℂ :=
  NormedSpace.exp ((-(I * (t : ℂ))) • H)
```

The couplings may be complex, $a$ and $b$; for laser driving they are half the Rabi frequencies. The equal ground energies express two-photon resonance. Passing from a driven atom to this constant matrix takes the rotating-wave approximation and neglects spontaneous emission; both are assumed.

```lean
/-- Two degenerate ground levels coupled with strengths `a` and `b` to an excited level
at detuning `D`. -/
def lambdaH (a b : ℂ) (D : ℝ) : Matrix (Fin 3) (Fin 3) ℂ :=
  !![0, 0, a; 0, 0, b; conj a, conj b, (D : ℂ)]
```

Second-order elimination gives the ground-level matrix $-\frac1D\begin{pmatrix}|a|^2&ab^*\\ba^*&|b|^2\end{pmatrix}$. Despite its name, `lightShift` also contains the off-diagonal Raman coupling, and it is $D$ times an energy.

```lean
/-- The matrix of second-order light shifts and Raman couplings, multiplied by the detuning. -/
def lightShift (a b : ℂ) : Matrix (Fin 2) (Fin 2) ℂ :=
  !![-(a * conj a), -(a * conj b); -(b * conj a), -(b * conj b)]
```

Dividing by $D$ restores the energy.

```lean
/-- The two-level effective Hamiltonian at nonzero detuning `D`. -/
def effectiveH (a b : ℂ) (D : ℝ) : Matrix (Fin 2) (Fin 2) ℂ :=
  (D : ℂ)⁻¹ • lightShift a b
```

A two-level state $c=(c_0,c_1)$ becomes the three-level state $(c_0,c_1,0)$.

```lean
/-- A state of the two ground levels, seen as a three-level state with empty excited level. -/
def ground (c : Fin 2 → ℂ) : Fin 3 → ℂ := ![c 0, c 1, 0]
```

Write $G=|a|^2+|b|^2$. The dressed energies $m$ and $p$ are the roots of $s^2=Ds+G$, the lower being $m=\tfrac12\big(D-\sqrt{D^2+4G}\big)$

```lean
/-- The lower root of `s ^ 2 = D * s + G`, for total squared coupling `G ≥ 0`. -/
def lowerEnergy (G D : ℝ) : ℝ := (D - √(D ^ 2 + 4 * G)) / 2
```

and the upper $p=\tfrac12\big(D+\sqrt{D^2+4G}\big)$.

```lean
/-- The upper root of `s ^ 2 = D * s + G`, for total squared coupling `G ≥ 0`. -/
def upperEnergy (G D : ℝ) : ℝ := (D + √(D ^ 2 + 4 * G)) / 2
```

## Exact evolution of the bright state

If $Hv=Ev$, then $(-itH)^kv=(-itE)^kv$ for every $k$, and summing the exponential series gives $e^{-itH}v=e^{-itE}v$. Lean proves the powers by induction, applies the matrix series to $v$ term by term, and uses uniqueness of the sum.

```lean
/-- An eigenvector of the Hamiltonian with eigenvalue `E` evolves by the factor
`exp (-i t E)`. -/
theorem evolution_eigenvector {n : Type*} [Fintype n] [DecidableEq n]
    {H : Matrix n n ℂ} {v : n → ℂ} {E : ℂ} (h : H *ᵥ v = E • v) (t : ℝ) :
    evolution H t *ᵥ v = Complex.exp (-(I * (t : ℂ)) * E) • v := by
  let : NormedRing (Matrix n n ℂ) := Matrix.linftyOpNormedRing
  let : NormedAlgebra ℂ (Matrix n n ℂ) := Matrix.linftyOpNormedAlgebra
  unfold evolution
  set z : ℂ := -(I * (t : ℂ))
  have hp : ∀ k : ℕ, (z • H) ^ k *ᵥ v = (z * E) ^ k • v := by
    intro k
    induction k with
    | zero => simp
    | succ k ih =>
      rw [pow_succ, ← Matrix.mulVec_mulVec, Matrix.smul_mulVec, h, smul_smul,
        Matrix.mulVec_smul, ih, smul_smul, pow_succ']
  -- apply the exponential series to the vector, term by term
  let f : Matrix n n ℂ →+ (n → ℂ) :=
    { toFun := fun M => M *ᵥ v
      map_zero' := Matrix.zero_mulVec v
      map_add' := fun M N => Matrix.add_mulVec M N v }
  have hf : Continuous f := Continuous.matrix_mulVec continuous_id continuous_const
  have h1 := (NormedSpace.exp_series_hasSum_exp' (𝕂 := ℂ) (z • H)).map f hf
  have h2 := (NormedSpace.exp_series_hasSum_exp' (𝕂 := ℂ) (z * E)).smul_const v
  rw [← Complex.exp_eq_exp_ℂ] at h2
  refine h1.unique (h2.congr_fun ?_)
  intro k
  change ((k.factorial : ℂ)⁻¹ • (z • H) ^ k) *ᵥ v = _
  rw [Matrix.smul_mulVec, hp, smul_assoc]
```

Since $H(a,b,s)=(as,bs,G+Ds)$, the vector $(a,b,s)$ has eigenvalue $s$ when $s^2=Ds+G$ (`eig`). For distinct roots (`hB`),

$$(a,b,0)=\frac{p\,(a,b,m)-m\,(a,b,p)}{p-m}.$$

Let $\Delta=e^{-itm}-e^{-itp}$. Evolving each term and using $\frac{p}{p-m}=1+\frac{m}{p-m}$ gives

$$e^{-itH}(a,b,0)=\Big(e^{-itm}+\frac{m}{p-m}\Delta\Big)(a,b,0)+\frac{mp}{p-m}\Delta\,(0,0,1).$$

For $G>0$, the normalised bright state is $(a,b,0)/\sqrt G$. Its return amplitude is the first coefficient, and its amplitude for reaching the excited level is the second coefficient divided by $\sqrt G$.

```lean
/-- If `m` and `p` are distinct roots of `s ^ 2 = D * s + |a| ^ 2 + |b| ^ 2`, the state
`(a, b, 0)` evolves exactly as a combination of itself and the excited level, with phases
set by `m` and `p`. -/
theorem bright_evolution (a b : ℂ) (D t m p : ℝ)
    (hm : m ^ 2 = D * m + (normSq a + normSq b))
    (hp : p ^ 2 = D * p + (normSq a + normSq b)) (hne : p - m ≠ 0) :
    evolution (lambdaH a b D) t *ᵥ ![a, b, 0] =
      (Complex.exp (-(I * (t : ℂ)) * m) + ((m / (p - m) : ℝ) : ℂ) *
        (Complex.exp (-(I * (t : ℂ)) * m) - Complex.exp (-(I * (t : ℂ)) * p))) • ![a, b, 0] +
      (((m * p / (p - m) : ℝ) : ℂ) *
        (Complex.exp (-(I * (t : ℂ)) * m) - Complex.exp (-(I * (t : ℂ)) * p))) •
          ![0, 0, 1] := by
  have hd : (p : ℂ) - m ≠ 0 := by exact_mod_cast hne
  have eig : ∀ s : ℝ, s ^ 2 = D * s + (normSq a + normSq b) →
      lambdaH a b D *ᵥ ![a, b, (s : ℂ)] = (s : ℂ) • ![a, b, (s : ℂ)] := by
    intro s hs
    have h : (s : ℂ) ^ 2 = D * s + (a * conj a + b * conj b) := by
      rw [Complex.mul_conj, Complex.mul_conj]
      exact_mod_cast hs
    ext i
    fin_cases i <;> simp [lambdaH, Matrix.mulVec, dotProduct, Fin.sum_univ_succ] <;>
      first | ring1 | linear_combination -h
  have e1 := evolution_eigenvector (eig m hm) t
  have e2 := evolution_eigenvector (eig p hp) t
  have hv : ∀ s : ℂ, ![a, b, s] = ![a, b, 0] + s • ![0, 0, 1] := by
    intro s
    ext i
    fin_cases i <;> simp
  -- expand the bright state in the two dressed states
  have hB : ![a, b, 0] = ((p : ℂ) / (p - m)) • ![a, b, (m : ℂ)] -
      ((m : ℂ) / (p - m)) • ![a, b, (p : ℂ)] := by
    rw [hv m, hv p]
    match_scalars
    all_goals field_simp
    all_goals ring
  conv_lhs => rw [hB]
  rw [Matrix.mulVec_sub, Matrix.mulVec_smul, Matrix.mulVec_smul, e1, e2, hv m, hv p]
  push_cast
  match_scalars
  all_goals field_simp
  all_goals ring
```

## Large detuning

Rationalising gives $m=-2G/(D+\sqrt{D^2+4G})\to0$. The quadratic equation then gives $Dm=m^2-G\to-G$.

```lean
/-- For `G ≥ 0` and growing detuning, the lower dressed energy tends to zero, and its product
with the detuning tends to `-G`. -/
theorem lowerEnergy_tendsto {G : ℝ} (hG : 0 ≤ G) :
    Tendsto (lowerEnergy G) atTop (𝓝 0) ∧
      Tendsto (fun D => D * lowerEnergy G D) atTop (𝓝 (-G)) := by
  have hs : ∀ D : ℝ, √(D ^ 2 + 4 * G) ^ 2 = D ^ 2 + 4 * G :=
    fun D => Real.sq_sqrt (by positivity)
  have hsum : Tendsto (fun D : ℝ => D + √(D ^ 2 + 4 * G)) atTop atTop :=
    tendsto_atTop_mono (fun D => le_add_of_nonneg_right (Real.sqrt_nonneg _)) tendsto_id
  have h0 : Tendsto (lowerEnergy G) atTop (𝓝 0) := by
    have h : Tendsto (fun D : ℝ => (-2 * G) / (D + √(D ^ 2 + 4 * G))) atTop (𝓝 0) :=
      tendsto_const_nhds.div_atTop hsum
    refine h.congr' ?_
    filter_upwards [eventually_gt_atTop 0] with D hD
    have hpos : D + √(D ^ 2 + 4 * G) ≠ 0 := by positivity
    rw [div_eq_iff hpos, lowerEnergy]
    linear_combination (1 / 2) * hs D
  refine ⟨h0, ?_⟩
  have h : Tendsto (fun D => lowerEnergy G D ^ 2 - G) atTop (𝓝 (-G)) := by
    simpa using (h0.pow 2).sub_const G
  refine h.congr (fun D => ?_)
  unfold lowerEnergy
  linear_combination (1 / 4) * hs D
```

Set $t=DT$. The first phase tends to $e^{iGT}$ (`hE`). Since $p-m=\sqrt{D^2+4G}\ge D$ and $mp=-G$, both coefficients of $\Delta$ tend to zero as $D\to\infty$, while $|\Delta|\le2$; `hb` is this squeeze argument.

```lean
/-- Over the time `D * T`, the state `(a, b, 0)` returns to itself as `D → ∞`, up to the phase
`exp (i T (|a| ^ 2 + |b| ^ 2))`. -/
theorem bright_limit (a b : ℂ) (T : ℝ) :
    Tendsto (fun D : ℝ => evolution (lambdaH a b D) (D * T) *ᵥ ![a, b, 0]) atTop
      (𝓝 (Complex.exp (-(I * (T : ℂ)) * ((-(normSq a + normSq b) : ℝ) : ℂ)) •
        ![a, b, 0])) := by
  have hG : 0 ≤ normSq a + normSq b := add_nonneg (normSq_nonneg a) (normSq_nonneg b)
  set G := normSq a + normSq b with hGdef
  obtain ⟨hm, hDm⟩ := lowerEnergy_tendsto hG
  have hs : ∀ D : ℝ, √(D ^ 2 + 4 * G) ^ 2 = D ^ 2 + 4 * G :=
    fun D => Real.sq_sqrt (by positivity)
  have hgap : ∀ D : ℝ, D ≤ upperEnergy G D - lowerEnergy G D := by
    intro D
    have h := (le_abs_self D).trans
      (Real.abs_le_sqrt (show D ^ 2 ≤ D ^ 2 + 4 * G by linarith))
    unfold upperEnergy lowerEnergy
    linarith
  have hgt := tendsto_atTop_mono hgap tendsto_id
  have hq : Tendsto (fun D => lowerEnergy G D * upperEnergy G D /
      (upperEnergy G D - lowerEnergy G D)) atTop (𝓝 0) := by
    have hmp : ∀ D, lowerEnergy G D * upperEnergy G D = -G := by
      intro D
      unfold lowerEnergy upperEnergy
      linear_combination (-1 / 4) * hs D
    simp only [hmp]
    exact tendsto_const_nhds.div_atTop hgt
  have hn : ∀ t s : ℝ, ‖Complex.exp (-(I * (t : ℂ)) * (s : ℂ))‖ = 1 := by
    intro t s
    rw [Complex.norm_exp]
    simp
  -- bounded phases times vanishing coefficients vanish
  have hb : ∀ f : ℝ → ℝ, Tendsto f atTop (𝓝 0) → Tendsto (fun D : ℝ => (f D : ℂ) *
      (Complex.exp (-(I * ((D * T : ℝ) : ℂ)) * (lowerEnergy G D : ℂ)) -
        Complex.exp (-(I * ((D * T : ℝ) : ℂ)) * (upperEnergy G D : ℂ)))) atTop (𝓝 0) := by
    intro f hf
    refine squeeze_zero_norm (a := fun D => |f D| * 2) (fun D => ?_)
      (by simpa using hf.abs.mul_const 2)
    rw [norm_mul, Complex.norm_real, Real.norm_eq_abs]
    refine mul_le_mul_of_nonneg_left ((norm_sub_le _ _).trans ?_) (abs_nonneg _)
    rw [hn, hn]
    norm_num
  have hE : Tendsto (fun D : ℝ =>
      Complex.exp (-(I * ((D * T : ℝ) : ℂ)) * (lowerEnergy G D : ℂ))) atTop
      (𝓝 (Complex.exp (-(I * (T : ℂ)) * ((-G : ℝ) : ℂ)))) := by
    have h : Tendsto (fun D : ℝ =>
        Complex.exp (-(I * (T : ℂ)) * ((D * lowerEnergy G D : ℝ) : ℂ))) atTop
        (𝓝 (Complex.exp (-(I * (T : ℂ)) * ((-G : ℝ) : ℂ)))) :=
      (Complex.continuous_exp.tendsto _).comp
        (((Complex.continuous_ofReal.tendsto _).comp hDm).const_mul _)
    refine h.congr (fun D => ?_)
    congr 1
    push_cast
    ring
  have lim := ((hE.add (hb _ (hm.div_atTop hgt))).smul_const ![a, b, 0]).add
    ((hb _ hq).smul_const ![(0 : ℂ), 0, 1])
  rw [add_zero, zero_smul, add_zero] at lim
  refine lim.congr' ?_
  filter_upwards [eventually_gt_atTop 0] with D hD
  refine (bright_evolution a b D (D * T) _ _ ?_ ?_ (hD.trans_le (hgap D)).ne').symm
  · rw [← hGdef]
    unfold lowerEnergy
    linear_combination (1 / 4) * hs D
  · rw [← hGdef]
    unfold upperEnergy
    linear_combination (1 / 4) * hs D
```

The dark state $(-b^*,a^*,0)$ has energy zero and stays put. For $G\neq0$, every ground state splits as $c=\alpha(a,b)+\beta(-b^*,a^*)$, with

$$\alpha=\frac{a^*c_0+b^*c_1}{G},\qquad \beta=\frac{ac_1-bc_0}{G}.$$

On the same two vectors `lightShift` has eigenvalues $-G$ and $0$, so the limits match. If $G=0$, both couplings vanish and nothing moves. With $b=0$ alone, the limiting evolution only gives level 0 the phase $e^{i|a|^2T}$, which is the light shift $-|a|^2/D$ acting for time $DT$.

```lean
/-- Over the time `D * T`, every initial ground state has a limit as `D → ∞`: the excited level
is empty and the ground amplitudes have evolved for time `T` under `lightShift`. -/
theorem ground_limit (a b : ℂ) (T : ℝ) (c : Fin 2 → ℂ) :
    Tendsto (fun D : ℝ => evolution (lambdaH a b D) (D * T) *ᵥ ground c) atTop
      (𝓝 (ground (evolution (lightShift a b) T *ᵥ c))) := by
  by_cases hG : normSq a + normSq b = 0
  · -- without coupling nothing moves
    have ha : a = 0 := normSq_eq_zero.1 (by linarith [normSq_nonneg a, normSq_nonneg b])
    have hb : b = 0 := normSq_eq_zero.1 (by linarith [normSq_nonneg a, normSq_nonneg b])
    subst ha hb
    have h1 : ∀ D : ℝ, evolution (lambdaH 0 0 D) (D * T) *ᵥ ground c = ground c := by
      intro D
      have h : lambdaH 0 0 D *ᵥ ground c = (0 : ℂ) • ground c := by
        ext i
        fin_cases i <;> simp [lambdaH, ground, Matrix.mulVec, dotProduct, Fin.sum_univ_succ]
      simpa using evolution_eigenvector h (D * T)
    have h2 : evolution (lightShift 0 0) T *ᵥ c = c := by
      have h : lightShift 0 0 *ᵥ c = (0 : ℂ) • c := by
        ext i
        fin_cases i <;> simp [lightShift, Matrix.mulVec, dotProduct, Fin.sum_univ_succ]
      simpa using evolution_eigenvector h T
    simp only [h1, h2]
    exact tendsto_const_nhds
  · have hc : ((-(normSq a + normSq b) : ℝ) : ℂ) = -(a * conj a + b * conj b) := by
      rw [Complex.mul_conj, Complex.mul_conj]
      push_cast
      ring
    have hN : a * conj a + b * conj b ≠ 0 := by
      rw [Complex.mul_conj, Complex.mul_conj]
      exact_mod_cast hG
    -- split the initial state into bright and dark parts
    obtain ⟨α, β, h0, h1⟩ : ∃ α β : ℂ,
        c 0 = α * a - β * conj b ∧ c 1 = α * b + β * conj a := by
      refine ⟨(conj a * c 0 + conj b * c 1) / (a * conj a + b * conj b),
        (a * c 1 - b * c 0) / (a * conj a + b * conj b), ?_, ?_⟩
      · rw [div_mul_eq_mul_div, div_mul_eq_mul_div, ← sub_div, eq_div_iff hN]
        ring
      · rw [div_mul_eq_mul_div, div_mul_eq_mul_div, ← add_div, eq_div_iff hN]
        ring
    have hc2 : c = α • ![a, b] + β • ![-conj b, conj a] := by
      ext i
      fin_cases i
      · simp [h0, sub_eq_add_neg]
      · simp [h1]
    have hc3 : ground c = α • ![a, b, 0] + β • ![-conj b, conj a, 0] := by
      ext i
      fin_cases i <;> simp [ground, h0, h1, sub_eq_add_neg]
    have k1 : lightShift a b *ᵥ ![a, b] =
        ((-(normSq a + normSq b) : ℝ) : ℂ) • ![a, b] := by
      rw [hc]
      ext i
      fin_cases i <;> simp [lightShift, Matrix.mulVec, dotProduct, Fin.sum_univ_succ] <;> ring
    have k2 : lightShift a b *ᵥ ![-conj b, conj a] = (0 : ℂ) • ![-conj b, conj a] := by
      ext i
      fin_cases i <;> simp [lightShift, Matrix.mulVec, dotProduct, Fin.sum_univ_succ] <;> ring
    have hdark : ∀ D : ℝ, evolution (lambdaH a b D) (D * T) *ᵥ ![-conj b, conj a, 0] =
        ![-conj b, conj a, 0] := by
      intro D
      have h : lambdaH a b D *ᵥ ![-conj b, conj a, 0] =
          (0 : ℂ) • ![-conj b, conj a, 0] := by
        ext i
        fin_cases i <;> simp [lambdaH, Matrix.mulVec, dotProduct, Fin.sum_univ_succ]
        ring
      have e := evolution_eigenvector h (D * T)
      rwa [mul_zero, Complex.exp_zero, one_smul] at e
    have hlim : ground (evolution (lightShift a b) T *ᵥ c) =
        α • (Complex.exp (-(I * (T : ℂ)) * ((-(normSq a + normSq b) : ℝ) : ℂ)) •
          ![a, b, 0]) + β • ![-conj b, conj a, 0] := by
      rw [hc2, Matrix.mulVec_add, Matrix.mulVec_smul, Matrix.mulVec_smul,
        evolution_eigenvector k1, evolution_eigenvector k2, mul_zero, Complex.exp_zero, one_smul]
      generalize Complex.exp _ = w
      ext i
      fin_cases i <;> simp [ground]
    rw [hlim, hc3]
    simp only [Matrix.mulVec_add, Matrix.mulVec_smul, hdark]
    exact ((bright_limit a b T).const_smul α).add_const _
```

## Agreement with the effective Hamiltonian

The factors of $D$ cancel: $DT\cdot\frac1D=T$.

```lean
/-- At nonzero detuning, the effective evolution over the time `D * T` is the evolution under
`lightShift` over the time `T`. -/
theorem effective_evolution (a b : ℂ) {D : ℝ} (hD : D ≠ 0) (T : ℝ) :
    evolution (effectiveH a b D) (D * T) = evolution (lightShift a b) T := by
  have h : (D : ℂ) ≠ 0 := by exact_mod_cast hD
  unfold evolution effectiveH
  rw [smul_smul]
  congr 2
  push_cast
  field_simp
```

Subtracting the two evolutions therefore gives a vector tending to zero, for each fixed $T$ and each initial ground state. In Lean, `Tendsto … atTop (𝓝 0)` says this for $D\to+\infty$, without a rate or uniformity in $T$.

```lean
/-- For every initial ground state, the difference between the three-level evolution and the
two-level effective evolution over the time `D * T` tends to zero as `D → ∞`. -/
theorem effective_hamiltonian_limit (a b : ℂ) (T : ℝ) (c : Fin 2 → ℂ) :
    Tendsto (fun D : ℝ => evolution (lambdaH a b D) (D * T) *ᵥ ground c -
      ground (evolution (effectiveH a b D) (D * T) *ᵥ c)) atTop (𝓝 0) := by
  have h := (ground_limit a b T c).sub_const (ground (evolution (lightShift a b) T *ᵥ c))
  rw [sub_self] at h
  refine h.congr' ?_
  filter_upwards [eventually_gt_atTop 0] with D hD
  rw [effective_evolution a b hD.ne' T]
```

## The transfer amplitude

For $a=b=g$, `lightShift` has eigenvalue $-2g^2$ on $(1,1)$ and $0$ on $(1,-1)$. With $U$ the effective evolution, the second components read

$$U_{10}+U_{11}=e^{2ig^2T},\qquad U_{10}-U_{11}=-1.$$

Half their sum is $U_{10}=(e^{2ig^2T}-1)/2$.

```lean
/-- For equal real couplings `g` and nonzero detuning, the effective Hamiltonian gives the
transfer amplitude `(exp (2 i g ^ 2 T) - 1) / 2` over the time `D * T`. -/
theorem effective_transfer (g T : ℝ) {D : ℝ} (hD : D ≠ 0) :
    evolution (effectiveH g g D) (D * T) 1 0 =
      (Complex.exp (2 * I * (g : ℂ) ^ 2 * T) - 1) / 2 := by
  rw [effective_evolution _ _ hD]
  have k1 : lightShift g g *ᵥ ![1, 1] = (-(2 * (g : ℂ) ^ 2)) • ![1, 1] := by
    ext i
    fin_cases i <;> simp [lightShift, Matrix.mulVec, dotProduct, Fin.sum_univ_succ] <;> ring
  have k2 : lightShift g g *ᵥ ![1, -1] = (0 : ℂ) • ![1, -1] := by
    ext i
    fin_cases i <;> simp [lightShift, Matrix.mulVec, dotProduct, Fin.sum_univ_succ]
  have e1 := evolution_eigenvector k1 T
  have e2 := evolution_eigenvector k2 T
  rw [show -(I * (T : ℂ)) * (-(2 * (g : ℂ) ^ 2)) = 2 * I * (g : ℂ) ^ 2 * T by ring] at e1
  rw [mul_zero, Complex.exp_zero, one_smul] at e2
  generalize Complex.exp _ = w at e1 ⊢
  -- add the second components of the two evolved vectors
  have h1 : evolution (lightShift g g) T 1 0 + evolution (lightShift g g) T 1 1 = w := by
    simpa [Matrix.mulVec, dotProduct, Fin.sum_univ_two] using congrFun e1 1
  have h2 : evolution (lightShift g g) T 1 0 + -evolution (lightShift g g) T 1 1 = -1 := by
    simpa [Matrix.mulVec, dotProduct, Fin.sum_univ_two] using congrFun e2 1
  linear_combination (1 / 2) * h1 + (1 / 2) * h2
```

Taking $c=(1,0)$ in `ground_limit` and reading component 1 gives the opening limit.

In a calculation of a Raman π pulse, one sets $2g^2T=\pi$, so the pulse lasts $t=\pi D/(2g^2)$ and the limiting amplitude is $-1$. At $D=20g$ with $g>0$, this is $t=10\pi/g$. The effective model then has a level splitting of $0.1g$, whereas the three-level model also carries a phase of frequency about $20g$. Starting from level 0, the exact bright-state formula bounds the excited population by $1/102$.

```lean
/-- For equal real couplings `g`, the three-level transfer amplitude between the ground levels
over the time `D * T` tends to `(exp (2 i g ^ 2 T) - 1) / 2` as `D → ∞`. -/
theorem raman_transfer (g T : ℝ) :
    Tendsto (fun D : ℝ => evolution (lambdaH g g D) (D * T) 1 0) atTop
      (𝓝 ((Complex.exp (2 * I * (g : ℂ) ^ 2 * T) - 1) / 2)) := by
  have h := tendsto_pi_nhds.1 (ground_limit g g T ![1, 0]) 1
  rw [← effective_transfer g T one_ne_zero, effective_evolution _ _ one_ne_zero]
  simpa [ground, Matrix.mulVec, dotProduct, Fin.sum_univ_succ] using h

end

end RamanTransfer
```

```lean
#print axioms RamanTransfer.effective_hamiltonian_limit
#print axioms RamanTransfer.effective_transfer
#print axioms RamanTransfer.raman_transfer
```

```
'RamanTransfer.effective_hamiltonian_limit' depends on axioms: [propext, Classical.choice, Quot.sound]
'RamanTransfer.effective_transfer' depends on axioms: [propext, Classical.choice, Quot.sound]
'RamanTransfer.raman_transfer' depends on axioms: [propext, Classical.choice, Quot.sound]
```
